# Orbital Hessian of a two-site Hubbard determinant with independent spin-up and spin-down angles

Two electrons of opposite spin occupy a single determinant on two sites. The one-electron Hamiltonian has zero site energies and the matrix element −t between the sites, and two electrons on the same site repel with energy `U`; the statement allows any real `t` and `U`, of either sign. Each spin has its own real, normalised orbital, with amplitudes (cos a, sin a) for spin up and (cos b, sin b) for spin down. `hessian_energy` gives the 2 × 2 matrix of second derivatives of the energy with respect to `a` and `b`, at any angles: the diagonal entries are 4t sin 2a − 2U cos 2a cos 2b and 4t sin 2b − 2U cos 2a cos 2b, and both off-diagonal entries are 2U sin 2a sin 2b. The proof goes entry by entry, taking the first derivatives from `energy_gradient` and differentiating them once more with a local helper, `key`.

In Lean, a first try:

```lean
import Mathlib

open Matrix

namespace HessianEnergy

noncomputable section

/-- The real orbital on two sites with mixing angle `a`. -/
def orbital (a : ℝ) : Fin 2 → ℝ := ![Real.cos a, Real.sin a]

/-- The one-electron Hamiltonian of two sites coupled by the hopping amplitude `t`. -/
def hopping (t : ℝ) : Matrix (Fin 2) (Fin 2) ℝ := !![0, -t; -t, 0]

/-- Energy of the determinant with a spin-up electron in `orbital a` and a spin-down electron
in `orbital b`: two hopping energies, and `U` times the product of the densities on each site. -/
def energy (t U a b : ℝ) : ℝ :=
  orbital a ⬝ᵥ (hopping t *ᵥ orbital a) + orbital b ⬝ᵥ (hopping t *ᵥ orbital b)
    + U * ∑ i, orbital a i ^ 2 * orbital b i ^ 2

/-- The matrix of second partial derivatives of a function of two orbital angles. -/
def hessian (f : ℝ → ℝ → ℝ) (a b : ℝ) : Matrix (Fin 2) (Fin 2) ℝ :=
  !![deriv (fun x => deriv (fun x' => f x' b) x) a, deriv (fun x => deriv (fun y => f x y) b) a;
     deriv (fun y => deriv (fun x => f x y) a) b, deriv (fun y => deriv (fun y' => f a y') y) b]

/-- The energy as an explicit function of the two orbital angles. -/
theorem energy_eq (t U a b : ℝ) :
    energy t U a b = -t * (Real.sin (2 * a) + Real.sin (2 * b))
      + U * (Real.cos a ^ 2 * Real.cos b ^ 2 + Real.sin a ^ 2 * Real.sin b ^ 2) := by
  rw [Real.sin_two_mul, Real.sin_two_mul]
  simp [energy, orbital, hopping, Matrix.mulVec, dotProduct, Fin.sum_univ_two]
  ring

/-- The energy in terms of doubled angles, where the repulsion couples the two spins through
a product of cosines. -/
theorem energy_double_angle (t U a b : ℝ) :
    energy t U a b = -t * (Real.sin (2 * a) + Real.sin (2 * b))
      + U / 2 * (1 + Real.cos (2 * a) * Real.cos (2 * b)) := by
  rw [energy_eq, Real.sin_sq a, Real.sin_sq b, Real.cos_two_mul a, Real.cos_two_mul b]
  ring

/-- Derivative of a general combination of the sine and cosine of a doubled angle. -/
theorem hasDerivAt_double_angle (p q r x : ℝ) :
    HasDerivAt (fun y => p * Real.sin (2 * y) + q * Real.cos (2 * y) + r)
      (2 * p * Real.cos (2 * x) - 2 * q * Real.sin (2 * x)) x := by
  have h2 : HasDerivAt (fun y : ℝ => 2 * y) 2 x := by
    simpa using (hasDerivAt_id' x).const_mul (2 : ℝ)
  exact (((h2.sin.const_mul p).fun_add (h2.cos.const_mul q)).add_const r).congr_deriv (by ring)

/-- The orbital gradient at arbitrary angles: the derivatives of the energy with respect to
the spin-up angle and the spin-down angle. -/
theorem energy_gradient (t U a b : ℝ) :
    HasDerivAt (fun x => energy t U x b)
      (-2 * t * Real.cos (2 * a) - U * Real.sin (2 * a) * Real.cos (2 * b)) a ∧
    HasDerivAt (fun y => energy t U a y)
      (-2 * t * Real.cos (2 * b) - U * Real.cos (2 * a) * Real.sin (2 * b)) b := by
  constructor
  · have h : (fun x => energy t U x b) = fun x => -t * Real.sin (2 * x)
        + U / 2 * Real.cos (2 * b) * Real.cos (2 * x) + (U / 2 - t * Real.sin (2 * b)) := by
      funext x
      rw [energy_double_angle]
      ring
    rw [h]
    exact (hasDerivAt_double_angle _ _ _ a).congr_deriv (by ring)
  · have h : (fun y => energy t U a y) = fun y => -t * Real.sin (2 * y)
        + U / 2 * Real.cos (2 * a) * Real.cos (2 * y) + (U / 2 - t * Real.sin (2 * a)) := by
      funext y
      rw [energy_double_angle]
      ring
    rw [h]
    exact (hasDerivAt_double_angle _ _ _ b).congr_deriv (by ring)

/-- The orbital Hessian of the energy at arbitrary angles. -/
theorem hessian_energy (t U a b : ℝ) :
    hessian (energy t U) a b =
      !![4 * t * Real.sin (2 * a) - 2 * U * Real.cos (2 * a) * Real.cos (2 * b),
         2 * U * Real.sin (2 * a) * Real.sin (2 * b);
         2 * U * Real.sin (2 * a) * Real.sin (2 * b),
         4 * t * Real.sin (2 * b) - 2 * U * Real.cos (2 * a) * Real.cos (2 * b)] := by
  -- a function whose values are a doubled-angle combination has the expected derivative
  have key : ∀ (g : ℝ → ℝ) (p q r x d : ℝ),
      (∀ y, g y = p * Real.sin (2 * y) + q * Real.cos (2 * y) + r) →
      2 * p * Real.cos (2 * x) - 2 * q * Real.sin (2 * x) = d → deriv g x = d := by
    intro g p q r x d hg hd
    rw [funext hg, (hasDerivAt_double_angle p q r x).deriv, hd]
  ext i j
  fin_cases i <;> fin_cases j
  · exact key _ (-U * Real.cos (2 * b)) (-2 * t) 0 a _
      (fun x => (energy_gradient t U x b).1.deriv.trans (by ring)) (by ring)
  · exact key _ 0 (-U * Real.sin (2 * b)) (-2 * t * Real.cos (2 * b)) a _
      (fun x => (energy_gradient t U x b).2.deriv.trans (by ring)) (by ring)
  · exact key _ 0 (-U * Real.sin (2 * a)) (-2 * t * Real.cos (2 * a)) b _
      (fun y => (energy_gradient t U a y).1.deriv.trans (by ring)) (by ring)
  · exact key _ (-U * Real.cos (2 * a)) (-2 * t) 0 b _
      (fun y => (energy_gradient t U a y).2.deriv.trans (by ring)) (by ring)

end

end HessianEnergy
```

Lean reports:

```
Try this:
  [apply] ring_nf
  
  The `ring` tactic failed to close the goal. Use `ring_nf` to obtain a normal form.
    
  Note that `ring` works primarily in *commutative* rings. If you have a noncommutative ring, abelian group or module, consider using `noncomm_ring`, `abel` or `module` instead.
Main.lean:89:68: error: unsolved goals
t U a b : ℝ
key :
  ∀ (g : ℝ → ℝ) (p q r x d : ℝ),
    (∀ (y : ℝ), g y = p * Real.sin (2 * y) + q * Real.cos (2 * y) + r) →
      2 * p * Real.cos (2 * x) - 2 * q * Real.sin (2 * x) = d → deriv g x = d
⊢ -(U * Real.cos (b * 2) * Real.cos (a * 2) * 2) + t * Real.sin (a * 2) * 4 =
    !![-(U * Real.cos (b * 2) * Real.cos (a * 2) * 2) + t * Real.sin (a * 2) * 4,
          U * Real.sin (a * 2) * Real.sin (b * 2) * 2;
        U * Real.sin (a * 2) * Real.sin (b * 2) * 2,
          -(U * Real.cos (b * 2) * Real.cos (a * 2) * 2) + t * Real.sin (b * 2) * 4]
      ⟨0, ⋯⟩ ⟨0, ⋯⟩
Try this:
  [apply] ring_nf
  
  The `ring` tactic failed to close the goal. Use `ring_nf` to obtain a normal form.
    
  Note that `ring` works primarily in *commutative* rings. If you have a noncommutative ring, abelian group or module, consider using `noncomm_ring`, `abel` or `module` instead.
Main.lean:91:68: error: unsolved goals
t U a b : ℝ
key :
  ∀ (g : ℝ → ℝ) (p q r x d : ℝ),
    (∀ (y : ℝ), g y = p * Real.sin (2 * y) + q * Real.cos (2 * y) + r) →
      2 * p * Real.cos (2 * x) - 2 * q * Real.sin (2 * x) = d → deriv g x = d
⊢ U * Real.sin (b * 2) * Real.sin (a * 2) * 2 =
    !![-(Real.cos (a * 2) * U * Real.cos (b * 2) * 2) + Real.sin (a * 2) * t * 4,
          U * Real.sin (b * 2) * Real.sin (a * 2) * 2;
        U * Real.sin (b * 2) * Real.sin (a * 2) * 2,
          -(Real.cos (a * 2) * U * Real.cos (b * 2) * 2) + Real.sin (b * 2) * t * 4]
      ⟨0, ⋯⟩ ⟨1, ⋯⟩
Try this:
  [apply] ring_nf
  
  The `ring` tactic failed to close the goal. Use `ring_nf` to obtain a normal form.
    
  Note that `ring` works primarily in *commutative* rings. If you have a noncommutative ring, abelian group or module, consider using `noncomm_ring`, `abel` or `module` instead.
Main.lean:93:68: error: unsolved goals
t U a b : ℝ
key :
  ∀ (g : ℝ → ℝ) (p q r x d : ℝ),
    (∀ (y : ℝ), g y = p * Real.sin (2 * y) + q * Real.cos (2 * y) + r) →
      2 * p * Real.cos (2 * x) - 2 * q * Real.sin (2 * x) = d → deriv g x = d
⊢ U * Real.sin (a * 2) * Real.sin (b * 2) * 2 =
    !![-(Real.cos (b * 2) * U * Real.cos (a * 2) * 2) + Real.sin (a * 2) * t * 4,
          U * Real.sin (a * 2) * Real.sin (b * 2) * 2;
        U * Real.sin (a * 2) * Real.sin (b * 2) * 2,
          -(Real.cos (b * 2) * U * Real.cos (a * 2) * 2) + Real.sin (b * 2) * t * 4]
      ⟨1, ⋯⟩ ⟨0, ⋯⟩
Try this:
  [apply] ring_nf
  
  The `ring` tactic failed to close the goal. Use `ring_nf` to obtain a normal form.
    
  Note that `ring` works primarily in *commutative* rings. If you have a noncommutative ring, abelian group or module, consider using `noncomm_ring`, `abel` or `module` instead.
Main.lean:95:68: error: unsolved goals
t U a b : ℝ
key :
  ∀ (g : ℝ → ℝ) (p q r x d : ℝ),
    (∀ (y : ℝ), g y = p * Real.sin (2 * y) + q * Real.cos (2 * y) + r) →
      2 * p * Real.cos (2 * x) - 2 * q * Real.sin (2 * x) = d → deriv g x = d
⊢ -(U * Real.cos (a * 2) * Real.cos (b * 2) * 2) + t * Real.sin (b * 2) * 4 =
    !![-(U * Real.cos (a * 2) * Real.cos (b * 2) * 2) + t * Real.sin (a * 2) * 4,
          U * Real.sin (b * 2) * Real.sin (a * 2) * 2;
        U * Real.sin (b * 2) * Real.sin (a * 2) * 2,
          -(U * Real.cos (a * 2) * Real.cos (b * 2) * 2) + t * Real.sin (b * 2) * 4]
      ⟨1, ⋯⟩ ⟨1, ⋯⟩
```

Diagnosis. All four errors come from the last `by ring` of an entry, which must show that the derivative computed by `key` equals the expected value `d`. That value was left as `_`, so Lean took it from the right-hand side of the goal. After `ext` and `fin_cases`, this is still the whole matrix applied to two indices, such as `⟨0, ⋯⟩ ⟨0, ⋯⟩`, and not the formula stored at that position. `ring` does not evaluate a matrix entry. The messages show its fallback, `ring_nf`, tidying the formulas inside the matrix but leaving the lookup in place, so the two sides never meet, although the correct formula is visible in the matrix.

The repair writes out `d` in each of the four cases. `ring` then has only an identity between real expressions to prove. The lookup is left to `exact`, which accepts the result because the matrix entry equals the written formula by definition, and Lean can check this by unfolding.

After these edits no error is left:

```diff
@@ -86,11 +86,15 @@
   ext i j
   fin_cases i <;> fin_cases j
-  · exact key _ (-U * Real.cos (2 * b)) (-2 * t) 0 a _
+  · exact key _ (-U * Real.cos (2 * b)) (-2 * t) 0 a
+      (4 * t * Real.sin (2 * a) - 2 * U * Real.cos (2 * a) * Real.cos (2 * b))
       (fun x => (energy_gradient t U x b).1.deriv.trans (by ring)) (by ring)
-  · exact key _ 0 (-U * Real.sin (2 * b)) (-2 * t * Real.cos (2 * b)) a _
+  · exact key _ 0 (-U * Real.sin (2 * b)) (-2 * t * Real.cos (2 * b)) a
+      (2 * U * Real.sin (2 * a) * Real.sin (2 * b))
       (fun x => (energy_gradient t U x b).2.deriv.trans (by ring)) (by ring)
-  · exact key _ 0 (-U * Real.sin (2 * a)) (-2 * t * Real.cos (2 * a)) b _
+  · exact key _ 0 (-U * Real.sin (2 * a)) (-2 * t * Real.cos (2 * a)) b
+      (2 * U * Real.sin (2 * a) * Real.sin (2 * b))
       (fun y => (energy_gradient t U a y).1.deriv.trans (by ring)) (by ring)
-  · exact key _ (-U * Real.cos (2 * a)) (-2 * t) 0 b _
+  · exact key _ (-U * Real.cos (2 * a)) (-2 * t) 0 b
+      (4 * t * Real.sin (2 * b) - 2 * U * Real.cos (2 * a) * Real.cos (2 * b))
       (fun y => (energy_gradient t U a y).2.deriv.trans (by ring)) (by ring)
 
```
